# Magnetic balance: the exact small component of a Dirac spinor in a purely magnetic field, for E ≠ −c²

Suppose the small component χ of a Dirac spinor with energy E ≠ −c² is computed from the large component φ as χ = c(σ·p)φ/(E + c²), with the canonical momentum p, as in the absence of a field. In a vector potential A, the lower row of the Dirac equation then fails wherever (σ·A)φ ≠ 0. The kinetic momentum π = p − A repairs this. For one particle without an electric potential, the repaired relation is exact, which bears on the choice of small-component basis functions in relativistic calculations of magnetic properties.

Units have ħ = m = 1, c is the speed of light, the energy E includes the rest energy c², and the charge is absorbed into A and B, so for an electron B points opposite to the physical field. The spaces V and W below are arbitrary complex vector spaces, with no inner product.

```lean
import Mathlib

open Complex (I)

namespace MagneticBalance

noncomputable section

variable {V W : Type*} [AddCommGroup V] [Module ℂ V] [AddCommGroup W] [Module ℂ W]
```

## Kinetic momenta and the two Hamiltonians

The kinetic momenta are tied to the field B by the commutators

[π_x, π_y] = iB_z, [π_y, π_z] = iB_x, [π_z, π_x] = iB_y.

In Lean, `p` holds π and the indices 0, 1, 2 mean x, y, z. All operators are linear and defined on the whole of V, for instance a space of smooth functions that they preserve. These relations are assumed. A model with π = −i∇ − A on smooth functions, with A smooth, would derive them from B = ∇ × A; on L² it would also need operator domains, and could then address self-adjointness and real spectra.

```lean
/-- The commutation relations `[π_x, π_y] = i B_z` and cyclic, for kinetic momenta `p`
in a magnetic field `B`. -/
structure IsKineticMomentum (p B : Fin 3 → Module.End ℂ V) : Prop where
  xy : p 0 * p 1 - p 1 * p 0 = I • B 2
  yz : p 1 * p 2 - p 2 * p 1 = I • B 0
  zx : p 2 * p 0 - p 0 * p 2 = I • B 1
```

A two-spinor is a pair (u, v) in V × V. The Pauli matrices give

(σ·a)(u, v) = (a_z u + (a_x − i a_y)v, (a_x + i a_y)u − a_z v).

```lean
/-- The operator `σ·a` on two-spinors, for a vector `a` of operators. -/
def sigmaDot (a : Fin 3 → Module.End ℂ V) : Module.End ℂ (V × V) where
  toFun s := (a 2 s.1 + (a 0 s.2 - I • a 1 s.2), a 0 s.1 + I • a 1 s.1 - a 2 s.2)
  map_add' s t := by
    refine Prod.ext ?_ ?_ <;> simp only [Prod.fst_add, Prod.snd_add, map_add] <;> module
  map_smul' r s := by
    refine Prod.ext ?_ ?_ <;>
      simp only [Prod.smul_fst, Prod.smul_snd, map_smul, RingHom.id_apply] <;> module
```

The operator π² − σ·B is twice the Pauli Hamiltonian with g = 2.

```lean
/-- The operator `π² - σ·B` on two-spinors. -/
def pauliOp (p B : Fin 3 → Module.End ℂ V) : Module.End ℂ (V × V) :=
  LinearMap.prodMap (p 0 * p 0 + p 1 * p 1 + p 2 * p 2)
    (p 0 * p 0 + p 1 * p 1 + p 2 * p 2) - sigmaDot B
```

With D = σ·π, the Dirac operator sends (φ, χ) to

(c²φ + cDχ, cDφ − c²χ).

The definition accepts any linear D on W, and c may be complex.

```lean
/-- The Dirac operator `[[c², cD], [cD, -c²]]` on pairs (large, small) of components. -/
def diracOp (c : ℂ) (D : Module.End ℂ W) : Module.End ℂ (W × W) where
  toFun s := (c ^ 2 • s.1 + c • D s.2, c • D s.1 - c ^ 2 • s.2)
  map_add' s t := by
    refine Prod.ext ?_ ?_ <;> simp only [Prod.fst_add, Prod.snd_add, map_add] <;> module
  map_smul' r s := by
    refine Prod.ext ?_ ?_ <;>
      simp only [Prod.smul_fst, Prod.smul_snd, map_smul, RingHom.id_apply] <;> module
```

## Spin coupling from the commutators

Applying D twice to (u, v) gives, in the upper component,

(π² + i[π_x, π_y])u + ([π_z, π_x] + i[π_y, π_z])v
= π²u − B_z u − (B_x − iB_y)v,

and in the lower component

(−[π_z, π_x] + i[π_y, π_z])u + (π² − i[π_x, π_y])v
= π²v − (B_x + iB_y)u + B_z v.

Together these say D² = π² − σ·B. The two `linear_combination` calls insert the same commutators, with `hI` supplying i² = −1.

```lean
/-- The square of `σ·π` is `π² - σ·B`. -/
theorem sigmaDot_sq {p B : Fin 3 → Module.End ℂ V} (h : IsKineticMomentum p B)
    (s : V × V) : sigmaDot p (sigmaDot p s) = pauliOp p B s := by
  have hxy (v : V) : p 0 (p 1 v) - p 1 (p 0 v) = I • B 2 v := LinearMap.congr_fun h.xy v
  have hyz (v : V) : p 1 (p 2 v) - p 2 (p 1 v) = I • B 0 v := LinearMap.congr_fun h.yz v
  have hzx (v : V) : p 2 (p 0 v) - p 0 (p 2 v) = I • B 1 v := LinearMap.congr_fun h.zx v
  have hI : I * I = -1 := Complex.I_mul_I
  obtain ⟨u, v⟩ := s
  -- the mixed products combine into commutators, which are `I` times the field components
  refine Prod.ext ?_ ?_ <;>
    simp only [sigmaDot, pauliOp, LinearMap.coe_mk, AddHom.coe_mk, Module.End.mul_apply,
      LinearMap.sub_apply, LinearMap.add_apply, LinearMap.prodMap_apply, Prod.fst_sub,
      Prod.snd_sub, map_add, map_sub, map_smul]
  · linear_combination (norm := module)
      I • hxy u + hzx v + I • hyz v + hI • (B 2 u + B 0 v - p 1 (p 1 u))
  · linear_combination (norm := module)
      (-I) • hxy v - hzx u + I • hyz u + hI • (B 0 u - B 2 v - p 1 (p 1 v))
```

## Eliminating the small component

The eigenvalue equation has two rows:

c²φ + cDχ = Eφ,
cDφ − c²χ = Eχ.

The lower row is (E + c²)χ = cDφ, so for E ≠ −c²

χ = cDφ/(E + c²).

Applying D gives (E + c²)Dχ = cD²φ. Multiplying the upper row, cDχ = (E − c²)φ, by E + c² then yields

c²D²φ = (E² − c⁴)φ.

Conversely, the formula for χ restores the lower row, and dividing the last equation by E + c² restores the upper. In the code `h3` is the rearranged lower row and `h4` its image under D.

```lean
/-- Elimination of the small component: for `E ≠ -c²` the Dirac equation holds exactly when
`χ = c D φ / (E + c²)` and `c² D² φ = (E² - c⁴) φ`. -/
theorem dirac_iff_elimination (D : Module.End ℂ W) {c E : ℂ} (hE : E ≠ -c ^ 2) (φ χ : W) :
    diracOp c D (φ, χ) = E • (φ, χ) ↔
      χ = (c / (E + c ^ 2)) • D φ ∧ c ^ 2 • D (D φ) = (E ^ 2 - c ^ 4) • φ := by
  have hne : E + c ^ 2 ≠ 0 := fun h => hE (eq_neg_of_add_eq_zero_left h)
  have key : diracOp c D (φ, χ) = E • (φ, χ) ↔
      c ^ 2 • φ + c • D χ = E • φ ∧ c • D φ - c ^ 2 • χ = E • χ := Prod.ext_iff
  rw [key]
  constructor
  · rintro ⟨h1, h2⟩
    -- the lower row fixes the small component
    have h3 : (E + c ^ 2) • χ = c • D φ := by
      linear_combination (norm := module) (-1 : ℂ) • h2
    have h4 := congrArg D h3
    simp only [map_smul] at h4
    refine ⟨?_, ?_⟩
    · rw [div_eq_inv_mul, mul_smul, ← h3, smul_smul, inv_mul_cancel₀ hne, one_smul]
    · linear_combination (norm := module) (-c) • h4 + (E + c ^ 2) • h1
  · rintro ⟨hχ, h⟩
    have hinv : (E + c ^ 2)⁻¹ * (E + c ^ 2) = 1 := inv_mul_cancel₀ hne
    have hD := congrArg D hχ
    simp only [map_smul] at hD
    refine ⟨?_, ?_⟩
    · linear_combination (norm := module)
        c • hD + (E + c ^ 2)⁻¹ • h + hinv • ((E - c ^ 2) • φ)
    · have h3 : (E + c ^ 2) • χ = c • D φ := by
        rw [hχ, smul_smul]
        congr 1
        field_simp
      linear_combination (norm := module) (-1 : ℂ) • h3
```

Substituting D² = π² − σ·B turns this into a statement about the field.

```lean
/-- Magnetic balance: for `E ≠ -c²` the Dirac equation in a magnetic field holds exactly when
`χ = c (σ·π) φ / (E + c²)` and `c² (π² - σ·B) φ = (E² - c⁴) φ`. -/
theorem magnetic_balance_iff {p B : Fin 3 → Module.End ℂ V} (h : IsKineticMomentum p B)
    {c E : ℂ} (hE : E ≠ -c ^ 2) (φ χ : V × V) :
    diracOp c (sigmaDot p) (φ, χ) = E • (φ, χ) ↔
      χ = (c / (E + c ^ 2)) • sigmaDot p φ ∧
        c ^ 2 • pauliOp p B φ = (E ^ 2 - c ^ 4) • φ := by
  rw [dirac_iff_elimination _ hE, sigmaDot_sq h]
```

Now let (π² − σ·B)φ = λφ with φ ≠ 0, and let E² = c⁴ + c²λ with E ≠ −c². Then

c²(π² − σ·B)φ = c²λφ = (E² − c⁴)φ,

so (φ, cDφ/(E + c²)) solves the Dirac equation. It is nonzero because φ is, as `HasEigenvector` requires. Lean writes `ev` for λ.

```lean
/-- An eigenvector `φ` of `π² - σ·B` with eigenvalue `ev`, completed by the magnetically
balanced small component, is a Dirac eigenvector for each `E ≠ -c²` with
`E² = c⁴ + c² ev`. -/
theorem magnetic_balance_eigenvector {p B : Fin 3 → Module.End ℂ V}
    (h : IsKineticMomentum p B) {c E ev : ℂ} (hE : E ≠ -c ^ 2)
    (hE2 : E ^ 2 = c ^ 4 + c ^ 2 * ev) {φ : V × V} (hφ : φ ≠ 0)
    (hev : pauliOp p B φ = ev • φ) :
    Module.End.HasEigenvector (diracOp c (sigmaDot p)) E
      (φ, (c / (E + c ^ 2)) • sigmaDot p φ) := by
  refine ⟨Module.End.mem_eigenspace_iff.2 ?_, fun h0 => hφ (congrArg Prod.fst h0)⟩
  refine (magnetic_balance_iff h hE _ _).2 ⟨rfl, ?_⟩
  rw [hev, hE2]
  module
```

## The excluded energy

At E = −c², with c ≠ 0, the rows become

2c²φ + cDχ = 0, cDφ = 0.

The first gives φ = −Dχ/(2c); the second then says D²χ = 0. Both steps reverse. The small component is now the independent one. With an inner product for which D is symmetric, ‖Dχ‖² = ⟨χ, D²χ⟩ = 0, so φ = 0 and such a state has only a small component.

```lean
/-- For `c ≠ 0`, at the excluded energy `E = -c²`, the Dirac equation holds exactly when `φ = -(σ·π)
χ / (2c)` and `(π² - σ·B) χ = 0`. -/
theorem dirac_iff_at_threshold {p B : Fin 3 → Module.End ℂ V} (h : IsKineticMomentum p B)
    {c : ℂ} (hc : c ≠ 0) (φ χ : V × V) :
    diracOp c (sigmaDot p) (φ, χ) = (-c ^ 2) • (φ, χ) ↔
      φ = (-(1 / (2 * c))) • sigmaDot p χ ∧ pauliOp p B χ = 0 := by
  rw [← sigmaDot_sq h]
  generalize sigmaDot p = D
  have key : diracOp c D (φ, χ) = (-c ^ 2) • (φ, χ) ↔
      c ^ 2 • φ + c • D χ = (-c ^ 2) • φ ∧ c • D φ - c ^ 2 • χ = (-c ^ 2) • χ :=
    Prod.ext_iff
  rw [key]
  constructor
  · rintro ⟨h1, h2⟩
    have h3 := congrArg D h1
    simp only [map_add, map_smul] at h3
    refine ⟨?_, ?_⟩
    · linear_combination (norm := (match_scalars <;> (try field_simp) <;> ring))
        (1 / (2 * c ^ 2)) • h1
    · linear_combination (norm := (match_scalars <;> (try field_simp) <;> ring))
        (1 / c) • h3 - (2 : ℂ) • h2
  · rintro ⟨h1, h2⟩
    have h3 := congrArg D h1
    simp only [map_smul] at h3
    refine ⟨?_, ?_⟩
    · linear_combination (norm := (match_scalars <;> (try field_simp) <;> ring))
        (2 * c ^ 2) • h1
    · linear_combination (norm := (match_scalars <;> (try field_simp) <;> ring))
        c • h3 - (1 / 2 : ℂ) • h2
```

## The squared Dirac operator

Applying the Dirac operator twice gives

c²(c²φ + cDχ) + cD(cDφ − c²χ) = c⁴φ + c²D²φ,
cD(c²φ + cDχ) − c²(cDφ − c²χ) = c⁴χ + c²D²χ.

The cross terms cancel, and `module` checks this for a general D.

```lean
/-- The squared Dirac operator acts as `c⁴ + c² (π² - σ·B)` on both components. -/
theorem dirac_sq {p B : Fin 3 → Module.End ℂ V} (h : IsKineticMomentum p B)
    (c : ℂ) (φ χ : V × V) :
    diracOp c (sigmaDot p) (diracOp c (sigmaDot p) (φ, χ)) =
      (c ^ 4 • φ + c ^ 2 • pauliOp p B φ, c ^ 4 • χ + c ^ 2 • pauliOp p B χ) := by
  rw [← sigmaDot_sq h, ← sigmaDot_sq h]
  generalize sigmaDot p = D
  refine Prod.ext ?_ ?_ <;>
    simp only [diracOp, LinearMap.coe_mk, AddHom.coe_mk, map_add, map_sub, map_smul] <;>
    module
```

## A uniform field on polynomials

Commutators of finite matrices have trace zero, so a nonzero uniform field needs an infinite-dimensional V. Take A = (0, bx, 0) and functions f(x)exp(−bx²/2) with f a polynomial. For real b > 0 these decay in x, but they are constant in y and z and so not normalisable in three dimensions; the algebra in Lean allows any complex b. On f the momenta act as

π_x = −i(d/dx − bx), π_y = −bx, π_z = 0.

```lean
section Landau

open Polynomial

/-- Kinetic momenta `-i(d/dx - b x)`, `-b x`, `0` on polynomials in `x`: the momenta
`-i d/dx`, `-b x`, `0` acting on a polynomial times `exp(-b x²/2)`. -/
def landauMomentum (b : ℂ) : Fin 3 → Module.End ℂ ℂ[X] :=
  ![-(I • (derivative - b • LinearMap.mulLeft ℂ (X : ℂ[X]))),
    -(b • LinearMap.mulLeft ℂ (X : ℂ[X])), 0]
```

The field is (0, 0, b).

```lean
/-- The uniform magnetic field `(0, 0, b)`. -/
def uniformField (b : ℂ) : Fin 3 → Module.End ℂ ℂ[X] := ![0, 0, b • 1]
```

The commutator is [π_x, π_y]f = ibf. On the constant polynomial 1,

π_x²1 = b − b²x², π_y²1 = b²x²,

so π²1 = b. For the spinor (0, 1), −σ·B adds another b, giving λ = 2b. By hand, D(0, 1) = (2ibx, 0), whereas the canonical momentum gives only half of this in the chosen gauge.

```lean
/-- The momenta `landauMomentum b` obey the commutation relations in the uniform field `b`, and
the spinor `(0, 1)` is an eigenvector of `π² - σ·B` with eigenvalue `2b`. -/
theorem magnetic_balance_witness (b : ℂ) :
    IsKineticMomentum (landauMomentum b) (uniformField b) ∧
      pauliOp (landauMomentum b) (uniformField b) (0, 1) = (2 * b) • ((0, 1) : ℂ[X] × ℂ[X]) := by
  refine ⟨⟨?_, ?_, ?_⟩, Prod.ext ?_ ?_⟩
  · refine LinearMap.ext fun f => ?_
    change -(I • (derivative (-(b • (X * f))) - b • (X * -(b • (X * f)))))
      - -(b • (X * -(I • (derivative f - b • (X * f))))) = I • (b • f)
    simp only [derivative_neg, smul_eq_C_mul, derivative_mul, derivative_C, derivative_X]
    ring
  · simp [landauMomentum, uniformField]
  · simp [landauMomentum, uniformField]
  · simp [pauliOp, sigmaDot, uniformField]
  · have hI : (C I : ℂ[X]) * C I = -1 := by
      rw [← C_mul, Complex.I_mul_I, C_neg, C_1]
    have h2 : (C (2 * b) : ℂ[X]) = 2 * C b := by rw [two_mul, C_add, two_mul]
    change (-(I • (derivative (-(I • (derivative (1 : ℂ[X]) - b • (X * (1 : ℂ[X])))))
        - b • (X * -(I • (derivative (1 : ℂ[X]) - b • (X * (1 : ℂ[X])))))))
        + -(b • (X * -(b • (X * (1 : ℂ[X]))))) + 0)
      - ((0 : ℂ[X]) + I • (0 : ℂ[X]) - b • (1 : ℂ[X])) = (2 * b) • (1 : ℂ[X])
    simp only [derivative_neg, derivative_sub, smul_eq_C_mul, derivative_mul, derivative_C,
      derivative_X, derivative_one, derivative_zero, h2]
    linear_combination (C b ^ 2 * X ^ 2 - C b) * hI

end Landau

end

end MagneticBalance
```

```lean
#print axioms MagneticBalance.magnetic_balance_eigenvector
#print axioms MagneticBalance.dirac_iff_at_threshold
#print axioms MagneticBalance.dirac_sq
```

```
'MagneticBalance.magnetic_balance_eigenvector' depends on axioms: [propext, Classical.choice, Quot.sound]
'MagneticBalance.dirac_iff_at_threshold' depends on axioms: [propext, Classical.choice, Quot.sound]
'MagneticBalance.dirac_sq' depends on axioms: [propext, Classical.choice, Quot.sound]
```
